# A positive semidefinite charge interaction allows at most one self-consistent potential

In density-functional tight binding, the atomic charges change the potential at each atom, and the changed potentials determine new charges. A calculation repeats this cycle until the charges reproduce themselves. Could another starting guess have led to a different self-consistent solution of the same molecule?

Let $P$ be an electronic state, $F(P)$ its energy without the charge interaction, and $q(P)$ its vector of site charges, counted as electron populations in excess of those of the neutral atoms, so that a potential $v$ adds the energy $v\cdot q(P)$, up to a constant that is the same for all states. A ground state at $v$ minimises $F(P)+v\cdot q(P)$. The pair $(v,P)$ is self-consistent in the external potential $u$ if $P$ is a ground state at $v$ and $v=u+Gq(P)$, where $G$ is the interaction matrix, usually written $\gamma$ in this method.

If $x^{T}Gx\ge 0$ for all $x$ and no potential has two ground states, there is at most one self-consistent pair for a given $u$. The first condition says that no charge fluctuation has negative interaction energy $\tfrac12x^{T}Gx$. The second is assumed here at every potential, although the proof uses it only at one self-consistent potential; it excludes, for example, a partly filled degenerate level at zero temperature. If such degeneracy is allowed, symmetry of $G$ still makes the potential unique.

## From two minimum principles to one solution

Let $(v,P)$ and $(w,Q)$ be self-consistent in $u_1$ and $u_2$, and put $d=q(P)-q(Q)$. The minimum principles give

$$F(P)+v\cdot q(P)\le F(Q)+v\cdot q(Q),\qquad F(Q)+w\cdot q(Q)\le F(P)+w\cdot q(P).$$

Their sum is $(v-w)\cdot d\le 0$. Since $v-w=(u_1-u_2)+Gd$,

$$(u_1-u_2)\cdot d\le -d^{T}Gd .$$

Now let $u_1=u_2=u$. Then $(v-w)\cdot d=d^{T}Gd\ge 0$, and for every state $R$

$$\begin{aligned}F(Q)+v\cdot q(Q)&\le F(P)+w\cdot q(P)+(v-w)\cdot q(Q)\\&=F(P)+v\cdot q(P)-(v-w)\cdot d\\&\le F(P)+v\cdot q(P)\le F(R)+v\cdot q(R).\end{aligned}$$

So $Q$ is also a ground state at $v$. Hence $P=Q$, and $v=u+Gq(P)=w$.

If ground states may be degenerate, we still have $d^{T}Gd\le 0$. Let $G$ be symmetric, $a=Gd$ and $c=a^{T}Ga\ge 0$. For every real $s$,

$$0\le (d-sa)^{T}G(d-sa)=d^{T}Gd-2s\,a\cdot a+s^2c .$$

Choosing $s=a\cdot a/(c+1)$ gives $0\le -2s^2(c+1)+s^2c=-s^2(c+2)$. Thus $s=0$, so $a=0$ and $v-w=Gd=0$. If $G$ is strictly positive, $d^{T}Gd\le0$ forces $d=0$ directly.

## States, potentials and self-consistency in Lean

```lean
import Mathlib

open Matrix

namespace SelfConsistentChargeUniqueness

variable {S n : Type*} [Fintype n] {F : S → ℝ} {q : S → n → ℝ} {G : Matrix n n ℝ}
  {u u₁ u₂ v w : n → ℝ} {P Q : S}
```

The states form an arbitrary type `S`, and the sites a finite type `n`. Neither convexity of `F` nor linearity of `q` is assumed.

```lean
/-- `P` is a ground state at the site potential `v`: it minimises `F(P) + v · q(P)`
over all states. -/
def IsGroundState (F : S → ℝ) (q : S → n → ℝ) (v : n → ℝ) (P : S) : Prop :=
  ∀ R, F P + v ⬝ᵥ q P ≤ F R + v ⬝ᵥ q R
```

Here `⬝ᵥ` is the scalar product. The minimum is global, over all of `S`.

```lean
/-- The potential `v` and the state `P` are self-consistent in the external potential `u`:
`P` is a ground state at `v`, and `v` is `u` plus the potential `G q(P)` of its charges. -/
structure IsSelfConsistent (F : S → ℝ) (q : S → n → ℝ) (G : Matrix n n ℝ)
    (u v : n → ℝ) (P : S) : Prop where
  ground : IsGroundState F q v P
  potential : v = u + G *ᵥ q P
```

The product `G *ᵥ q P` is the potential produced by the charges; `u = 0` gives the equation $v=Gq(P)$. To apply the theorems to tight binding, one must still show that the density matrix from filling the lowest orbitals minimises `F P + v ⬝ᵥ q P` over the admitted density matrices.

## Response and uniqueness

```lean
/-- Charges respond against the potential: between ground states at `v` and `w`, the change
of potential and the change of charge have a nonpositive scalar product. -/
theorem charge_response_nonpos (hP : IsGroundState F q v P) (hQ : IsGroundState F q w Q) :
    (v - w) ⬝ᵥ (q P - q Q) ≤ 0 := by
  have h₁ := hP Q
  have h₂ := hQ P
  simp only [sub_dotProduct, dotProduct_sub]
  linarith
```

Each ground state is tested against the other, and `linarith` adds the two inequalities.

```lean
/-- For two self-consistent pairs, the work of the potential change on the charge change is
the work of the external part plus the quadratic form of `G` in the charge change. -/
theorem potential_work (hP : IsSelfConsistent F q G u₁ v P)
    (hQ : IsSelfConsistent F q G u₂ w Q) :
    (v - w) ⬝ᵥ (q P - q Q) =
      (u₁ - u₂) ⬝ᵥ (q P - q Q) + (q P - q Q) ⬝ᵥ G *ᵥ (q P - q Q) := by
  have e : v - w = (u₁ - u₂) + G *ᵥ (q P - q Q) := by
    rw [hP.potential, hQ.potential, Matrix.mulVec_sub]
    abel
  rw [e, add_dotProduct, dotProduct_comm (G *ᵥ (q P - q Q)) (q P - q Q)]
```

The auxiliary equation `e` is the difference of the two self-consistency conditions.

```lean
/-- For two self-consistent pairs, the work of the change of external potential on the charge change
is at most minus the quadratic form of `G` in that charge change. -/
theorem screened_response (hP : IsSelfConsistent F q G u₁ v P)
    (hQ : IsSelfConsistent F q G u₂ w Q) :
    (u₁ - u₂) ⬝ᵥ (q P - q Q) ≤ -((q P - q Q) ⬝ᵥ G *ᵥ (q P - q Q)) := by
  have h₁ := charge_response_nonpos hP.ground hQ.ground
  have h₂ := potential_work hP hQ
  linarith
```

This combines the previous two results and places no condition on `G`.

```lean
/-- Uniqueness of the self-consistent state: if the quadratic form of `G` is nonnegative and
no potential has two different ground states, then two self-consistent solutions in the same
external potential have the same state and the same potential. -/
theorem selfConsistent_unique (hpos : ∀ x : n → ℝ, 0 ≤ x ⬝ᵥ G *ᵥ x)
    (huniq : ∀ (v : n → ℝ) (P Q : S), IsGroundState F q v P → IsGroundState F q v Q → P = Q)
    (hP : IsSelfConsistent F q G u v P) (hQ : IsSelfConsistent F q G u w Q) :
    P = Q ∧ v = w := by
  have hwork := potential_work hP hQ
  rw [sub_self, zero_dotProduct, zero_add] at hwork
  have hd := hpos (q P - q Q)
  rw [← hwork] at hd
  simp only [sub_dotProduct, dotProduct_sub] at hd
  -- positivity makes `Q` a ground state at the potential `v` too
  have hQv : IsGroundState F q v Q := by
    intro R
    have h₁ := hP.ground R
    have h₂ := hQ.ground P
    linarith
  have hPQ : P = Q := huniq v P Q hP.ground hQv
  subst hPQ
  exact ⟨rfl, hP.potential.trans hQ.potential.symm⟩
```

The hypothesis `hpos` is positivity without symmetry, and `huniq` says that each potential has at most one ground state. The proof uses `huniq` only at `v`, so it would be enough that `P` is the only ground state there. The block `hQv` is the chain of inequalities ending in $R$. Existence of a solution and convergence of the iteration are separate questions.

For a finite-site model satisfying `hpos` and `huniq`, two runs with the same states, $F$, $q$, $G$ and $u$ therefore cannot end in different exact self-consistent ground states.

## Degenerate ground states

```lean
/-- For a symmetric `G` with nonnegative quadratic form, a charge change `d` whose quadratic
form is not positive produces no potential. -/
theorem no_potential_of_no_energy (hsymm : G.IsSymm) (hpos : ∀ x : n → ℝ, 0 ≤ x ⬝ᵥ G *ᵥ x)
    (d : n → ℝ) (hd : d ⬝ᵥ G *ᵥ d ≤ 0) : G *ᵥ d = 0 := by
  have hcross : d ⬝ᵥ G *ᵥ (G *ᵥ d) = (G *ᵥ d) ⬝ᵥ (G *ᵥ d) := by
    rw [Matrix.dotProduct_mulVec d G (G *ᵥ d), ← Matrix.mulVec_transpose, hsymm.eq]
  have hc := hpos (G *ᵥ d)
  -- choose the number `s` for the test vector `d - s G d`
  obtain ⟨s, hs⟩ : ∃ s : ℝ, (G *ᵥ d) ⬝ᵥ (G *ᵥ d) =
      s * ((G *ᵥ d) ⬝ᵥ G *ᵥ (G *ᵥ d) + 1) :=
    ⟨_, (div_mul_cancel₀ _ (by linarith : (0 : ℝ) < _ + 1).ne').symm⟩
  have h := hpos (d + (-s) • (G *ᵥ d))
  simp only [Matrix.mulVec_add, Matrix.mulVec_smul, dotProduct_add, add_dotProduct,
    dotProduct_smul, smul_dotProduct, smul_eq_mul, hcross] at h
  rw [hs] at h
  have hs2 : s ^ 2 ≤ 0 := by nlinarith [mul_nonneg (sq_nonneg s) hc]
  have hs0 : s = 0 := pow_eq_zero_iff two_ne_zero |>.mp (le_antisymm hs2 (sq_nonneg s))
  rw [hs0, zero_mul] at hs
  exact dotProduct_self_eq_zero.mp hs
```

Symmetry enters through `hcross`, which is $d^{T}Ga=a\cdot a$. The number `s` is the one chosen above, and `hs2` is the resulting bound $s^2\le 0$.

```lean
/-- With degenerate ground states allowed, the self-consistent potential is still unique
when `G` is symmetric positive semidefinite. -/
theorem potential_unique_of_symm (hsymm : G.IsSymm) (hpos : ∀ x : n → ℝ, 0 ≤ x ⬝ᵥ G *ᵥ x)
    (hP : IsSelfConsistent F q G u v P) (hQ : IsSelfConsistent F q G u w Q) : v = w := by
  have h := screened_response hP hQ
  rw [sub_self, zero_dotProduct] at h
  have k := no_potential_of_no_energy hsymm hpos (q P - q Q) (by linarith)
  rw [Matrix.mulVec_sub, sub_eq_zero] at k
  rw [hP.potential, hQ.potential, k]
```

The states may differ here, and so may their charges, but the difference of the charges is a vector that `G` maps to zero.

```lean
/-- With degenerate ground states allowed, the self-consistent charges are unique when the
quadratic form of `G` is strictly positive on nonzero vectors. -/
theorem charges_unique_of_posDef (hpd : ∀ x : n → ℝ, x ≠ 0 → 0 < x ⬝ᵥ G *ᵥ x)
    (hP : IsSelfConsistent F q G u v P) (hQ : IsSelfConsistent F q G u w Q) : q P = q Q := by
  by_contra hne
  have h := screened_response hP hQ
  rw [sub_self, zero_dotProduct] at h
  have k := hpd (q P - q Q) (sub_ne_zero.mpr hne)
  linarith
```

Strict positivity fixes the charges, again without symmetry; several states may still carry them.

## One site, solved exactly

```lean
/-- Energy `η x² / 2` of a single site of hardness `η` carrying the charge `x`. -/
noncomputable def siteEnergy (η x : ℝ) : ℝ := η * x ^ 2 / 2
```

The hardness $\eta$ is here the full second derivative of the energy without the charge interaction; some texts define hardness with a factor of one half. It is not the Hubbard parameter of density-functional tight binding, which stands on the diagonal of $G$ and corresponds to $g$ below. This is a toy model: the charge $x$ runs over all real numbers, as if the site could exchange any amount of charge with a reservoir.

```lean
/-- The charge vector of the single site. -/
def siteCharge (x : ℝ) : Fin 1 → ℝ := fun _ => x

/-- A single site of hardness `η > 0` has exactly one ground state at each potential `v`,
the charge `x` with `η x = -v`. -/
theorem site_groundState_iff {η : ℝ} (hη : 0 < η) (v : Fin 1 → ℝ) (x : ℝ) :
    IsGroundState (siteEnergy η) siteCharge v x ↔ η * x = -v 0 := by
  have hdot : ∀ y, v ⬝ᵥ siteCharge y = v 0 * y := by
    intro y
    simp [dotProduct, siteCharge]
  constructor
  · intro h
    obtain ⟨z, hz⟩ : ∃ z : ℝ, v 0 = -(z * η) :=
      ⟨-v 0 / η, by rw [div_mul_cancel₀ _ hη.ne', neg_neg]⟩
    have h' := h z
    rw [hdot, hdot, hz] at h'
    simp only [siteEnergy] at h'
    have hsq : (x - z) ^ 2 ≤ 0 := by
      by_contra hc
      have := mul_pos hη (not_le.mp hc)
      nlinarith
    have hxz : x - z = 0 :=
      pow_eq_zero_iff two_ne_zero |>.mp (le_antisymm hsq (sq_nonneg _))
    rw [hz, sub_eq_zero.mp hxz]
    ring
  · intro h y
    have hv : v 0 = -(η * x) := by linarith
    rw [hdot, hdot, hv]
    simp only [siteEnergy]
    nlinarith [mul_nonneg hη.le (sq_nonneg (y - x))]
```

Completing the square gives $\tfrac{\eta}{2}(x+v/\eta)^2-v^2/(2\eta)$, with its only minimum at $\eta x=-v$. In Lean, the forward direction compares `x` with this minimiser `z`; the converse uses $\eta(y-x)^2\ge0$.

```lean
/-- A single site of hardness `η > 0` with interaction `g` in the external potential `u` is
self-consistent exactly when `η x = -v` and `(η + g) x = -u`. -/
theorem site_selfConsistent_witness {η : ℝ} (hη : 0 < η) (g x : ℝ) (u v : Fin 1 → ℝ) :
    IsSelfConsistent (siteEnergy η) siteCharge !![g] u v x ↔
      η * x = -v 0 ∧ (η + g) * x = -u 0 := by
  have hG : (!![g] *ᵥ siteCharge x) 0 = g * x := by
    simp [Matrix.mulVec, dotProduct, siteCharge]
  constructor
  · intro h
    have h₁ := (site_groundState_iff hη v x).mp h.ground
    have h₂ := congrFun h.potential 0
    rw [Pi.add_apply, hG] at h₂
    exact ⟨h₁, by linarith⟩
  · rintro ⟨h₁, h₂⟩
    refine ⟨(site_groundState_iff hη v x).mpr h₁, ?_⟩
    funext i
    obtain rfl : i = 0 := Subsingleton.elim _ _
    rw [Pi.add_apply, hG]
    linarith
```

Inserting $v=u+gx$ gives $(\eta+g)x=-u$. For $g\ge0$ the solution is unique, in agreement with the uniqueness theorem. The solution is also unique for $-\eta<g<0$, so positivity of $G$ is sufficient but not necessary.

```lean
/-- For a single site of hardness `η > 0` with the attractive interaction `-η` and no external
potential, every charge `x` is self-consistent. -/
theorem attractive_site_not_unique {η : ℝ} (hη : 0 < η) (x : ℝ) :
    IsSelfConsistent (siteEnergy η) siteCharge !![-η] 0 (fun _ => -(η * x)) x := by
  rw [site_selfConsistent_witness hη]
  constructor
  · ring
  · rw [Pi.zero_apply]
    ring

end SelfConsistentChargeUniqueness
```

At $g=-\eta$ and $u=0$ the attraction cancels the hardness, and every charge sustains itself. A unique ground state at each potential, even with symmetric $G$, is thus not enough for a unique self-consistent state.

```lean
#print axioms SelfConsistentChargeUniqueness.selfConsistent_unique
-- 'SelfConsistentChargeUniqueness.selfConsistent_unique' depends on axioms: [propext, Classical.choice, Quot.sound]
#print axioms SelfConsistentChargeUniqueness.potential_unique_of_symm
-- 'SelfConsistentChargeUniqueness.potential_unique_of_symm' depends on axioms: [propext, Classical.choice, Quot.sound]
#print axioms SelfConsistentChargeUniqueness.charges_unique_of_posDef
-- 'SelfConsistentChargeUniqueness.charges_unique_of_posDef' depends on axioms: [propext, Classical.choice, Quot.sound]
#print axioms SelfConsistentChargeUniqueness.attractive_site_not_unique
-- 'SelfConsistentChargeUniqueness.attractive_site_not_unique' depends on axioms: [propext, Classical.choice, Quot.sound]
```

## Starting from the total energy

Another model would take a non-empty compact convex set of density matrices, a continuous convex $F$, an affine $q$ and a symmetric positive semidefinite $G$, and minimise $F(P)+u\cdot q(P)+\tfrac12q(P)^{T}Gq(P)$. A standard convexity argument, not formalised here, then also gives existence, because a minimiser of this energy is self-consistent. The price is more structure on the states, whereas the uniqueness proof above works for any set of them.
